# Off-diagonal resolvent elements of a finite Hermitian matrix by removing two sites

Deleting a site shrinks the matrix, so the resolvents before and after deletion have different index sets. Here they are all kept on the original sites: a resolvent with the sites in \(S\) deleted is the inverse on the remaining sites, padded with zeros wherever a label lies in \(S\). Products such as \(G^{(S)}H\) then make sense without relabelling.

Let \(H\) be a Hermitian matrix on a finite set of sites, \(z\) a complex energy, \(G=(z-H)^{-1}\), and \(G^{(S)}\) the padded resolvent. Write \(G^{(i)}\) and \(G^{(ij)}\) for \(S=\{i\}\) and \(S=\{i,j\}\). For \(\operatorname{Im}z>0\) and \(i\ne j\),

\[
G_{ij}=G_{ii}\,G^{(i)}_{jj}\Big(H_{ij}+\sum_{k,l\notin\{i,j\}}H_{ik}\,G^{(ij)}_{kl}\,H_{lj}\Big).
\]

For a non-interacting particle on a finite lattice, this splits the propagation amplitude between two sites into two local factors and an effective coupling, direct plus through all other sites. The identity is deterministic: it holds for each Hermitian sample of a random matrix, and it gives no estimate of the size of \(G_{ij}\).

In Lean 4 with Mathlib:

```lean
import Mathlib

open Matrix
open scoped ComplexOrder

namespace ResolventSiteRemoval

noncomputable section

variable {n : Type*} [Fintype n] [DecidableEq n]
```

In the code the sites form the finite type `n`. The matrix \(z-A\) is `secular z A`, which fixes the sign convention. With \((H-z)^{-1}\) instead, the right-hand side acquires an overall minus sign and the sum changes sign relative to \(H_{ij}\).

```lean
/-- The secular matrix `z - A` at complex energy `z`. -/
def secular {m : Type*} [DecidableEq m] (z : ℂ) (A : Matrix m m ℂ) : Matrix m m ℂ :=
  z • (1 : Matrix m m ℂ) - A
```

The reduced Hamiltonian is `kept H S`, a principal submatrix indexed by the sites outside `S`.

```lean
/-- The Hamiltonian with the rows and columns of the sites in `S` deleted. -/
def kept (H : Matrix n n ℂ) (S : Finset n) : Matrix {k // k ∉ S} {k // k ∉ S} ℂ :=
  H.submatrix Subtype.val Subtype.val
```

The padded resolvent \(G^{(S)}\) is `green H z S`.

```lean
/-- The resolvent after deletion of the sites in `S`, labelled by the original sites
and set to zero when a label lies in `S`. -/
def green (H : Matrix n n ℂ) (z : ℂ) (S : Finset n) : Matrix n n ℂ := fun k l =>
  if h : k ∉ S ∧ l ∉ S then (secular z (kept H S))⁻¹ ⟨k, h.1⟩ ⟨l, h.2⟩ else 0
```

## Hermiticity keeps the levels real after every deletion

Hermiticity, `H.IsHermitian`, says that the model has no gain or loss. By hand it enters once. If \((z-A)v=0\) with \(v\neq0\) and \(A\) Hermitian, then

\[
z\,v^\dagger v=v^\dagger Av=\bar z\,v^\dagger v,
\]

so \(z=\bar z\). A non-real \(z\) therefore makes \(z-A\) invertible. Every principal submatrix of \(H\) is Hermitian too, so all the reduced resolvents exist.

The proof below follows the same lines: `h2` and `h3` are the two evaluations of \(v^\dagger Av\), and `h5` cancels the nonzero factor \(v^\dagger v\).

```lean
/-- The secular determinant of a Hermitian matrix does not vanish at a non-real energy. -/
theorem det_secular_ne_zero {m : Type*} [Fintype m] [DecidableEq m] {A : Matrix m m ℂ}
    (hA : A.IsHermitian) {z : ℂ} (hz : z.im ≠ 0) : (secular z A).det ≠ 0 := by
  intro h
  obtain ⟨v, hv, hmv⟩ := Matrix.exists_mulVec_eq_zero_iff.mpr h
  have h1 : A *ᵥ v = z • v := by
    rw [secular, Matrix.sub_mulVec, Matrix.smul_mulVec, Matrix.one_mulVec, sub_eq_zero] at hmv
    exact hmv.symm
  -- `v† A v` equals both `z` and its conjugate, times the squared norm `v† v`
  have h2 : star v ⬝ᵥ (A *ᵥ v) = z * (star v ⬝ᵥ v) := by
    rw [h1, dotProduct_smul, smul_eq_mul]
  have h3 : star v ⬝ᵥ (A *ᵥ v) = star z * (star v ⬝ᵥ v) := by
    have h' : star v ᵥ* A = star (A *ᵥ v) := by rw [Matrix.star_mulVec, hA.eq]
    rw [Matrix.dotProduct_mulVec, h', h1, star_smul, smul_dotProduct, smul_eq_mul]
  have h4 : star v ⬝ᵥ v ≠ 0 := fun h0 => hv (dotProduct_star_self_eq_zero.mp h0)
  have h5 : z = star z := mul_right_cancel₀ h4 (h2.symm.trans h3)
  have h6 : z.im = -z.im := congrArg Complex.im h5
  exact hz (by linarith)
```

Without Hermiticity, a level can sit at the chosen energy. Take two sites with \(H_{11}=H_{22}=\mathrm i\), \(H_{12}=H_{21}=1\), and \(z=\mathrm i\). The full resolvent exists and \(G_{12}=-1\), but \(G_{11}=0\) and \(G^{(1)}_{22}\) would be \(1/0\). The remaining algebra needs only the invertibility of the matrices involved, not Hermiticity itself.

## A complex energy avoids every reduced spectrum

The imaginary part of \(z\) is the level broadening, and its positive sign selects the retarded resolvent. The derivation uses only \(\operatorname{Im}z\ne0\), which is what the intermediate theorems assume. At real energy the identity can fail even for Hermitian \(H\): subtract \(\mathrm i\) from both diagonal entries and from \(z\) in the example above, and the same breakdown occurs at \(z=0\). The limit \(\operatorname{Im}z\to0\) is not treated.

Invertibility gives, for \(k,l\notin S\),

\[
[(z-H)G^{(S)}]_{kl}=\delta_{kl},
\]

because the padding removes intermediate sites in \(S\) from the sum. The `calc` block of `secular_mul_green` makes this restriction and then uses the true inverse on the remaining sites.

```lean
/-- On the remaining sites, `z - H` times the reduced resolvent is the identity. -/
theorem secular_mul_green {H : Matrix n n ℂ} (hH : H.IsHermitian) {z : ℂ} (hz : z.im ≠ 0)
    {S : Finset n} {k l : n} (hk : k ∉ S) (hl : l ∉ S) :
    (secular z H * green H z S) k l = (1 : Matrix n n ℂ) k l := by
  have h := congrFun (congrFun (Matrix.mul_nonsing_inv (secular z (kept H S))
    (isUnit_iff_ne_zero.mpr (det_secular_ne_zero (hH.submatrix Subtype.val) hz)))
    ⟨k, hk⟩) ⟨l, hl⟩
  rw [Matrix.mul_apply] at h
  calc (secular z H * green H z S) k l
      = ∑ m, secular z H k m * green H z S m l := Matrix.mul_apply
    _ = ∑ m ∈ Sᶜ, secular z H k m * green H z S m l := by
        refine (Finset.sum_subset (Finset.subset_univ _) fun m _ hm => ?_).symm
        have hm' : m ∈ S := by simpa using hm
        simp [green, hm']
    _ = ∑ m : {m // m ∉ S}, secular z H k m * green H z S m l :=
        Finset.sum_subtype _ (by simp) _
    _ = ∑ m, secular z (kept H S) ⟨k, hk⟩ m * (secular z (kept H S))⁻¹ m ⟨l, hl⟩ := by
        refine Finset.sum_congr rfl fun m _ => ?_
        have hG : green H z S m l = (secular z (kept H S))⁻¹ m ⟨l, hl⟩ := dif_pos ⟨m.2, hl⟩
        rw [hG]
        congr 1
        simp [secular, kept, Matrix.one_apply, Subtype.ext_iff]
    _ = (1 : Matrix n n ℂ) k l := by
        rw [h]
        simp [Matrix.one_apply]
```

The inverse is two-sided, so also \([G^{(S)}(z-H)]_{kl}=\delta_{kl}\). The code obtains this by transposition, since \(H^{\mathsf T}\) is Hermitian as well.

```lean
/-- Transposing the Hamiltonian transposes the reduced resolvent. -/
theorem green_transpose (H : Matrix n n ℂ) (z : ℂ) (S : Finset n) :
    green Hᵀ z S = (green H z S)ᵀ := by
  have e : secular z (kept Hᵀ S) = (secular z (kept H S))ᵀ := by
    ext a b
    simp [secular, kept, Matrix.one_apply, eq_comm]
  ext k l
  by_cases h : k ∉ S ∧ l ∉ S
  · have h1 : green Hᵀ z S k l = (secular z (kept Hᵀ S))⁻¹ ⟨k, h.1⟩ ⟨l, h.2⟩ := dif_pos h
    have h2 : green H z S l k = (secular z (kept H S))⁻¹ ⟨l, h.2⟩ ⟨k, h.1⟩ :=
      dif_pos ⟨h.2, h.1⟩
    rw [Matrix.transpose_apply, h1, h2, e, ← Matrix.transpose_nonsing_inv,
      Matrix.transpose_apply]
  · have h' : ¬ (l ∉ S ∧ k ∉ S) := fun q => h ⟨q.2, q.1⟩
    have h1 : green Hᵀ z S k l = 0 := dif_neg h
    have h2 : green H z S l k = 0 := dif_neg h'
    rw [Matrix.transpose_apply, h1, h2]
```

## Labels outside the deleted set make the Dyson equation work

The conditions `hi : i ∉ S` and `hj : j ∉ S` say that the sites in question are still present. If one has gone, its diagonal resolvent element has no physical content, and the inverse equation above does not apply to it.

Put \(T=S\cup\{i\}\), and take \(j\notin T\), \(a\notin S\). Evaluate \([G^{(T)}(z-H)G^{(S)}]_{ja}\) twice. Multiplying the right pair first gives \(G^{(T)}_{ja}\), since \(G^{(T)}_{jm}=0\) for \(m\in S\). Multiplying the left pair first gives \(\delta_{jm}\) for \(m\notin T\), while at \(m=i\) it gives \(-(G^{(T)}H)_{ji}\), because \(G^{(T)}_{ji}=0\). Sites \(m\in S\) drop out through \(G^{(S)}_{ma}=0\). Equating the results,

\[
G^{(S)}_{ja}=G^{(T)}_{ja}+(G^{(T)}H)_{ji}\,G^{(S)}_{ia}.
\]

In `site_removal`, `h1` and `h2` are these two evaluations, and `h3` is the element at \(m=i\).

```lean
/-- One-site Dyson equation, for `j` outside `S` and different from `i`, and `a` outside `S`: the
resolvent element `j a` before removal of site `i` is the one after removal plus a term containing
the element `i a` before removal. -/
theorem site_removal {H : Matrix n n ℂ} (hH : H.IsHermitian) {z : ℂ} (hz : z.im ≠ 0)
    {S : Finset n} {i j a : n} (hj : j ∉ insert i S) (ha : a ∉ S) :
    green H z S j a = green H z (insert i S) j a
      + (green H z (insert i S) * H) j i * green H z S i a := by
  have hji : j ≠ i := fun h => hj (by simp [h])
  have hL : ∀ m, m ∉ insert i S →
      (green H z (insert i S) * secular z H) j m = (1 : Matrix n n ℂ) j m := by
    intro m hm
    have h := secular_mul_green hH.transpose hz hm hj
    have e : secular z Hᵀ = (secular z H)ᵀ := by simp [secular]
    rw [green_transpose, e, ← Matrix.transpose_mul, Matrix.transpose_apply] at h
    exact h.trans (congrFun (congrFun Matrix.transpose_one j) m)
  -- evaluate the triple product from the right and from the left
  have h1 : (green H z (insert i S) * (secular z H * green H z S)) j a
      = (green H z (insert i S) * (1 : Matrix n n ℂ)) j a := by
    rw [Matrix.mul_apply, Matrix.mul_apply]
    refine Finset.sum_congr rfl fun m _ => ?_
    by_cases hm : m ∈ S
    · simp [green, hm]
    · rw [secular_mul_green hH hz hm ha]
  have h2 : (green H z (insert i S) * secular z H * green H z S) j a
      = ((1 : Matrix n n ℂ) * green H z S) j a
        + (green H z (insert i S) * secular z H) j i * green H z S i a := by
    have ht : ∀ m, (green H z (insert i S) * secular z H) j m * green H z S m a
        = (1 : Matrix n n ℂ) j m * green H z S m a
          + if m = i then (green H z (insert i S) * secular z H) j i * green H z S i a
            else 0 := by
      intro m
      by_cases hmi : m = i
      · rw [hmi, if_pos rfl, Matrix.one_apply_ne hji, zero_mul, zero_add]
      · rw [if_neg hmi, add_zero]
        by_cases hm : m ∈ S
        · have h0 : green H z S m a = 0 := dif_neg (fun q => q.1 hm)
          rw [h0, mul_zero, mul_zero]
        · rw [hL m (by simp [hmi, hm])]
    rw [Matrix.mul_apply, Finset.sum_congr rfl fun m _ => ht m, Finset.sum_add_distrib,
      ← Matrix.mul_apply, Finset.sum_ite_eq' Finset.univ i, if_pos (Finset.mem_univ i)]
  have h3 : (green H z (insert i S) * secular z H) j i
      = -(green H z (insert i S) * H) j i := by
    have h0 : green H z (insert i S) j i = 0 := dif_neg (fun q => q.2 (by simp))
    rw [secular, Matrix.mul_sub, Matrix.mul_smul, Matrix.mul_one, Matrix.sub_apply,
      Matrix.smul_apply, h0, smul_zero, zero_sub]
  rw [← Matrix.mul_assoc, h2, h3, Matrix.one_mul, Matrix.mul_one] at h1
  linear_combination h1
```

Setting \(a=i\) removes the first term on the right. This covers \(k\notin T\). For \(k=i\) the formula below is trivial, since \((G^{(T)}H)_{ii}=0\), and for \(k\in S\) both sides vanish by the padding. So for \(i\notin S\) and every \(k\)

\[
G^{(S)}_{ki}=(1+G^{(T)}H)_{ki}\,G^{(S)}_{ii}.
\]

```lean
/-- Column `i` of the resolvent is its diagonal element times a column built from the
resolvent without site `i`. -/
theorem green_column {H : Matrix n n ℂ} (hH : H.IsHermitian) {z : ℂ} (hz : z.im ≠ 0)
    {S : Finset n} {i : n} (hi : i ∉ S) (k : n) :
    green H z S k i = (1 + green H z (insert i S) * H) k i * green H z S i i := by
  by_cases hki : k = i
  · have h0 : (green H z (insert i S) * H) i i = 0 := by simp [Matrix.mul_apply, green]
    rw [hki, Matrix.add_apply, h0, Matrix.one_apply_eq, add_zero, one_mul]
  · rw [Matrix.add_apply, Matrix.one_apply_ne hki, zero_add]
    by_cases hk : k ∈ S
    · have h0 : (green H z (insert i S) * H) k i = 0 := by
        simp [Matrix.mul_apply, green, hk]
      have h1 : green H z S k i = 0 := dif_neg (fun q => q.1 hk)
      rw [h0, h1, zero_mul]
    · have h := site_removal hH hz (i := i) (j := k) (by simp [hki, hk]) hi
      have h0 : green H z (insert i S) k i = 0 := dif_neg (fun q => q.2 (by simp))
      rw [h0, zero_add] at h
      exact h
```

The padding also turns the sum over remaining sites into a matrix product, \(\sum_{k,l\notin S}H_{ik}G^{(S)}_{kl}H_{lj}=(HG^{(S)}H)_{ij}\).

```lean
/-- The sum over intermediate sites outside `S` is an element of the matrix product
`H G H` with the reduced resolvent `G`. -/
theorem sum_outside (H : Matrix n n ℂ) (z : ℂ) (S : Finset n) (i j : n) :
    ∑ k ∈ Sᶜ, ∑ l ∈ Sᶜ, H i k * green H z S k l * H l j = (H * green H z S * H) i j := by
  have e : (H * green H z S * H) i j = ∑ k, ∑ l, H i k * green H z S k l * H l j := by
    simp only [Matrix.mul_apply, Finset.sum_mul]
    exact Finset.sum_comm
  rw [e]
  calc _ = ∑ k ∈ Sᶜ, ∑ l, H i k * green H z S k l * H l j := by
        refine Finset.sum_congr rfl fun k _ =>
          Finset.sum_subset (Finset.subset_univ _) fun l _ hl => ?_
        have hl' : l ∈ S := by simpa using hl
        simp [green, hl']
    _ = _ := by
        refine Finset.sum_subset (Finset.subset_univ _) fun k _ hk =>
          Finset.sum_eq_zero fun l _ => ?_
        have hk' : k ∈ S := by simpa using hk
        simp [green, hk']
```

Inserting the column formula into \([(z-H)G^{(S)}]_{ii}=1\), and using \((G^{(T)}H)_{ii}=0\), gives the Schur complement formula

\[
\big(z-H_{ii}-(HG^{(T)}H)_{ii}\big)G^{(S)}_{ii}=1.
\]

It shows that \(G^{(S)}_{ii}\neq0\). The off-diagonal identity does not need it.

```lean
/-- Schur complement formula: the diagonal resolvent element is the reciprocal of `z`
minus the site energy minus the self-energy from the other remaining sites. -/
theorem schur_diagonal {H : Matrix n n ℂ} (hH : H.IsHermitian) {z : ℂ} (hz : z.im ≠ 0)
    {S : Finset n} {i : n} (hi : i ∉ S) :
    (z - H i i - ∑ k ∈ (insert i S)ᶜ, ∑ l ∈ (insert i S)ᶜ,
      H i k * green H z (insert i S) k l * H l i) * green H z S i i = 1 := by
  have h := secular_mul_green hH hz hi hi
  have hc : (secular z H * green H z S) i i
      = (secular z H * (1 + green H z (insert i S) * H)) i i * green H z S i i := by
    rw [Matrix.mul_apply, Matrix.mul_apply, Finset.sum_mul]
    refine Finset.sum_congr rfl fun k _ => ?_
    rw [green_column hH hz hi k, mul_assoc]
  have h0 : (green H z (insert i S) * H) i i = 0 := by simp [Matrix.mul_apply, green]
  have e : secular z H * (1 + green H z (insert i S) * H) = secular z H
      + (z • (green H z (insert i S) * H) - H * green H z (insert i S) * H) := by
    rw [Matrix.mul_add, Matrix.mul_one, Matrix.mul_assoc H]
    congr 1
    rw [secular, Matrix.sub_mul, Matrix.smul_mul, Matrix.one_mul]
  rw [hc, e, Matrix.one_apply_eq] at h
  simp only [secular, Matrix.add_apply, Matrix.sub_apply, Matrix.smul_apply,
    Matrix.one_apply_eq, h0, smul_eq_mul] at h
  rw [sum_outside]
  linear_combination h
```

When nothing is deleted, the padded object is the ordinary resolvent.

```lean
/-- With no site deleted, the reduced resolvent is the ordinary resolvent. -/
theorem green_empty {H : Matrix n n ℂ} (hH : H.IsHermitian) {z : ℂ} (hz : z.im ≠ 0) :
    green H z ∅ = (secular z H)⁻¹ := by
  refine (Matrix.inv_eq_right_inv ?_).symm
  ext k l
  exact secular_mul_green hH hz (by simp) (by simp)
```

## Distinct sites leave no Kronecker delta

The hypothesis `hij : i ≠ j` means that the particle travels between different sites. By hand it is used twice: it removes \(\delta_{ij}\) from the row formula, and it ensures that \(j\) is still present once \(i\) has gone. For \(i=j\) the factor \(G^{(i)}_{ii}\) refers to a deleted site, and the Schur formula takes over.

The transposed column formula reads

\[
G^{(S)}_{ij}=G^{(S)}_{ii}\,(HG^{(T)})_{ij}.
\]

Now remove \(j\). With \(U=T\cup\{j\}\), the column formula gives \(G^{(T)}_{kj}=(1+G^{(U)}H)_{kj}G^{(T)}_{jj}\). Multiply by \(H_{ik}\) and sum over \(k\):

\[
(HG^{(T)})_{ij}=\big(H_{ij}+(HG^{(U)}H)_{ij}\big)G^{(T)}_{jj}.
\]

Substitution proves the identity with \(S\) already deleted. In the code `hr` is the row formula and `hc` the removal of \(j\).

```lean
/-- Off-diagonal resolvent identity when the sites in `S` have already been deleted. -/
theorem green_offdiagonal {H : Matrix n n ℂ} (hH : H.IsHermitian) {z : ℂ} (hz : z.im ≠ 0)
    {S : Finset n} {i j : n} (hi : i ∉ S) (hj : j ∉ S) (hij : i ≠ j) :
    green H z S i j = green H z S i i * green H z (insert i S) j j *
      (H i j + ∑ k ∈ (insert j (insert i S))ᶜ, ∑ l ∈ (insert j (insert i S))ᶜ,
        H i k * green H z (insert j (insert i S)) k l * H l j) := by
  -- remove `i` by the row formula, the transpose of the column formula
  have hr := green_column hH.transpose hz hi j
  rw [green_transpose, green_transpose, ← Matrix.transpose_mul, Matrix.add_apply,
    Matrix.one_apply_ne hij.symm, zero_add, Matrix.transpose_apply, Matrix.transpose_apply,
    Matrix.transpose_apply] at hr
  -- then remove `j` by the column formula
  have hj' : j ∉ insert i S := by simp [hij.symm, hj]
  have hc : (H * green H z (insert i S)) i j
      = (H * (1 + green H z (insert j (insert i S)) * H)) i j
        * green H z (insert i S) j j := by
    rw [Matrix.mul_apply, Matrix.mul_apply, Finset.sum_mul]
    refine Finset.sum_congr rfl fun k _ => ?_
    rw [green_column hH hz hj' k, mul_assoc]
  rw [Matrix.mul_add, Matrix.mul_one, ← Matrix.mul_assoc, Matrix.add_apply] at hc
  rw [sum_outside, hr, hc]
  ring
```

Taking \(S=\emptyset\) gives the final theorem. Its `(secular z H)⁻¹` is \(G\), `green H z {i} j j` is \(G^{(i)}_{jj}\), and the sums run over the complement of `{i, j}`.

```lean
/-- Off-diagonal resolvent identity: for Hermitian `H`, `Im z > 0` and `i ≠ j`, the element
`G i j` of `(z - H)⁻¹` factorises into `G i i`, the element `j j` after deletion of `i`, and
the direct coupling plus the coupling through all other sites. -/
theorem resolvent_offdiagonal {H : Matrix n n ℂ} (hH : H.IsHermitian) {z : ℂ}
    (hz : 0 < z.im) {i j : n} (hij : i ≠ j) :
    (secular z H)⁻¹ i j = (secular z H)⁻¹ i i * green H z {i} j j *
      (H i j + ∑ k ∈ ({i, j} : Finset n)ᶜ, ∑ l ∈ ({i, j} : Finset n)ᶜ,
        H i k * green H z {i, j} k l * H l j) := by
  have h := green_offdiagonal hH hz.ne' (Finset.notMem_empty i) (Finset.notMem_empty j) hij
  rw [green_empty hH hz.ne', insert_empty_eq, Finset.pair_comm j i] at h
  exact h

end

end ResolventSiteRemoval
```

```lean
#print axioms ResolventSiteRemoval.schur_diagonal
#print axioms ResolventSiteRemoval.resolvent_offdiagonal
```

```
'ResolventSiteRemoval.schur_diagonal' depends on axioms: [propext, Classical.choice, Quot.sound]
'ResolventSiteRemoval.resolvent_offdiagonal' depends on axioms: [propext, Classical.choice, Quot.sound]
```

## Two sites, and deletion in a numerical calculation

With only two sites the sum is empty. Since \(G^{(1)}_{22}=1/(z-H_{22})\), the identity and the Schur formula give

\[
G_{12}=\frac{H_{12}}{(z-H_{11})(z-H_{22})-|H_{12}|^2},
\]

which is the element found by inverting the \(2\times2\) matrix directly.

In a program, a site can be deleted without a new inversion. The column formula gives \((G^{(i)}H)_{ki}=G_{ki}/G_{ii}\) for \(k\ne i\), and the Dyson equation becomes

\[
G^{(i)}_{kl}=G_{kl}-\frac{G_{ki}G_{il}}{G_{ii}}.
\]

Applied to the whole array, this rank-one update sets row and column \(i\) to zero, in agreement with the padding. A second update with \(j\) yields \(G^{(ij)}\). When \(\operatorname{Im}z\) is small, a small \(G_{ii}\) can amplify rounding errors.
